# Three equal normalized s Gaussians, equally spaced on a line with neighbour overlap $s$, push the lowest overlap eigenvalue below $2(1-s)^2$

Before a self-consistent-field calculation in a Gaussian basis, one can diagonalise the overlap matrix and discard every combination of basis functions whose eigenvalue lies below a chosen threshold $\tau$. This step of canonical orthogonalisation removes near-linear dependence. The result below gives a sufficient condition, which can be checked in advance, for it to discard something. Suppose that normalized s Gaussians of one common exponent sit on finitely many centres, and that three of these are distinct, collinear and equally spaced. If $s$ is the overlap of neighbours among the three, the lowest eigenvalue is smaller than $2(1-s)^2$, so at least one combination goes as soon as $2(1-s)^2\le\tau$.

For two such functions alone the lowest eigenvalue is exactly $1-s$. As the functions become more diffuse and $s\to1$, the dimer approaches linear dependence linearly in $1-s$, and the chain at least quadratically. This bears on diffuse functions in solids through a finite-cluster model with one uncontracted s function per centre; Bloch sums, mixed exponents and higher angular momenta do not enter.

In Lean 4 with Mathlib:

```lean
import Mathlib

open MeasureTheory Matrix Real

namespace DiffuseGaussianChain

noncomputable section
```

## The Gaussians and their overlap matrix

Centres and electron positions are points of three-dimensional Euclidean space.

```lean
/-- Three-dimensional physical space. -/
abbrev Space := EuclideanSpace ℝ (Fin 3)
```

The s Gaussian of exponent $\alpha$ centred at $A$ is

$$g_A(r)=\left(\frac{2\alpha}{\pi}\right)^{3/4}e^{-\alpha|r-A|^2}.$$

The prefactor normalizes it when $\alpha>0$, a condition that the theorems carry as `hα`.

```lean
/-- The normalized s Gaussian of exponent `α > 0` centred at `A`. -/
def sGaussian (α : ℝ) (A r : Space) : ℝ :=
  (2 * α / π) ^ (3 / 4 : ℝ) * Real.exp (-α * ‖r - A‖ ^ 2)
```

The overlap of two of these functions is the integral of their product over all space,

$$S(A,B)=\int g_A(r)\,g_B(r)\,d^3r .$$

```lean
/-- The overlap integral of two s Gaussians of exponent `α` centred at `A` and `B`. -/
def overlap (α : ℝ) (A B : Space) : ℝ :=
  ∫ r, sGaussian α A r * sGaussian α B r
```

Centres are labelled by an index set `ι`, and `R` assigns a position to each label. The overlap matrix has entries $S_{ij}=S(R_i,R_j)$.

```lean
/-- The overlap matrix of equal s Gaussians on the centres `R`. -/
def overlapMatrix {ι : Type*} (α : ℝ) (R : ι → Space) : Matrix ι ι ℝ :=
  Matrix.of fun i j => overlap α (R i) (R j)
```

A real number $\mu$ is an eigenvalue of a matrix $M$ if $Mv=\mu v$ for some real $v\neq0$. The phrase "lowest eigenvalue" is then expressed by `IsLeast`: the number belongs to this set, and no member of the set is smaller.

```lean
/-- The set of real eigenvalues of a matrix. -/
def eigenvalueSet {ι : Type*} [Fintype ι] (M : Matrix ι ι ℝ) : Set ℝ :=
  {μ | ∃ v : ι → ℝ, v ≠ 0 ∧ M *ᵥ v = μ • v}
```

## The overlap depends only on the distance

Completing the square about the midpoint $P=(A+B)/2$ gives

$$|r-A|^2+|r-B|^2=2|r-P|^2+\tfrac12|A-B|^2 .$$

The product of the two Gaussians is therefore a single Gaussian of exponent $2\alpha$ about $P$, multiplied by a constant:

$$g_A(r)g_B(r)=\left(\frac{2\alpha}{\pi}\right)^{3/2}e^{-\alpha|A-B|^2/2}\,e^{-2\alpha|r-P|^2}.$$

Since $\int e^{-2\alpha|r|^2}d^3r=(\pi/2\alpha)^{3/2}$, and shifting the origin to $P$ does not change the integral, the powers of $2\alpha/\pi$ cancel and

$$S(A,B)=e^{-\alpha|A-B|^2/2}.$$

```lean
/-- For `α > 0` the overlap of two equal normalized s Gaussians is
`exp (-α |A - B|² / 2)`. -/
theorem overlap_eq {α : ℝ} (hα : 0 < α) (A B : Space) :
    overlap α A B = Real.exp (-(α / 2) * ‖A - B‖ ^ 2) := by
  -- the product of two Gaussians is a Gaussian about the midpoint
  have hprod : ∀ r : Space, sGaussian α A r * sGaussian α B r =
      ((2 * α / π) ^ (3 / 2 : ℝ) * Real.exp (-(α / 2) * ‖A - B‖ ^ 2)) *
        Real.exp (-(2 * α) * ‖r - (1 / 2 : ℝ) • (A + B)‖ ^ 2) := by
    intro r
    have hc : (2 * α / π) ^ (3 / 2 : ℝ) =
        (2 * α / π) ^ (3 / 4 : ℝ) * (2 * α / π) ^ (3 / 4 : ℝ) := by
      rw [← Real.rpow_add (by positivity)]
      norm_num
    have he : Real.exp (-α * ‖r - A‖ ^ 2) * Real.exp (-α * ‖r - B‖ ^ 2) =
        Real.exp (-(α / 2) * ‖A - B‖ ^ 2) *
          Real.exp (-(2 * α) * ‖r - (1 / 2 : ℝ) • (A + B)‖ ^ 2) := by
      rw [← Real.exp_add, ← Real.exp_add]
      congr 1
      simp only [EuclideanSpace.norm_sq_eq, Fin.sum_univ_three, Real.norm_eq_abs, sq_abs,
        PiLp.sub_apply, PiLp.add_apply, PiLp.smul_apply, smul_eq_mul]
      ring
    unfold sGaussian
    rw [hc]
    linear_combination (2 * α / π) ^ (3 / 4 : ℝ) * (2 * α / π) ^ (3 / 4 : ℝ) * he
  have hgauss : ∫ r : Space, Real.exp (-(2 * α) * ‖r‖ ^ 2) = (π / (2 * α)) ^ (3 / 2 : ℝ) := by
    have h := GaussianFourier.integral_rexp_neg_mul_sq_norm (V := Space)
      (show 0 < 2 * α by positivity)
    rw [finrank_euclideanSpace_fin] at h
    exact_mod_cast h
  have hone : (2 * α / π) ^ (3 / 2 : ℝ) * (π / (2 * α)) ^ (3 / 2 : ℝ) = 1 := by
    rw [← Real.mul_rpow (by positivity) (by positivity)]
    have : 2 * α / π * (π / (2 * α)) = 1 := by
      have := Real.pi_ne_zero
      field_simp
    rw [this, Real.one_rpow]
  unfold overlap
  simp_rw [hprod]
  rw [integral_const_mul,
    integral_sub_right_eq_self (fun r : Space => Real.exp (-(2 * α) * ‖r‖ ^ 2)), hgauss]
  linear_combination Real.exp (-(α / 2) * ‖A - B‖ ^ 2) * hone
```

In the proof, `hprod` is the product rule, checked by expanding the squared norms in coordinates. `hgauss` is the Gaussian integral in three dimensions, and `hone` is the cancellation of the prefactors. The lemma `integral_sub_right_eq_self` supplies the shift of origin. Setting $B=A$ gives $S(A,A)=1$, which confirms the normalization.

The integrand does not depend on the order of its two factors, so $S(A,B)=S(B,A)$ and the overlap matrix is symmetric.

```lean
/-- The overlap is symmetric in the two centres. -/
theorem overlap_comm (α : ℝ) (A B : Space) : overlap α A B = overlap α B A := by
  simp only [overlap, mul_comm]
```

## Doubling the distance gives the fourth power

Let $C-B=B-A$, so that $B$ is the midpoint of $A$ and $C$. Then $A-C=2(A-B)$, the squared distance grows by a factor of four, and

$$S(A,C)=e^{-4\alpha|A-B|^2/2}=S(A,B)^4 .$$

```lean
/-- For `α > 0` and equally spaced collinear centres `A`, `B`, `C`, the second-neighbour
overlap is the fourth power of the neighbour overlap. -/
theorem overlap_second_neighbour {α : ℝ} (hα : 0 < α) {A B C : Space}
    (h : C - B = B - A) : overlap α A C = overlap α A B ^ 4 := by
  have hAC : A - C = (2 : ℝ) • (A - B) := by
    linear_combination (norm := module) -h
  rw [overlap_eq hα, overlap_eq hα, ← Real.exp_nat_mul, hAC, norm_smul]
  congr 1
  norm_num
  ring
```

The single vector equation `h` encodes both collinearity and equal spacing. The proof derives $A-C=2(A-B)$ from it and compares the exponents.

## A trial vector bounds the lowest eigenvalue from above

Let $M$ be a real symmetric matrix with lowest eigenvalue $\mu$. The shifted matrix $M-\mu 1$ has orthonormal eigenvectors $u_l$ with eigenvalues $\lambda_l$. Each $\mu+\lambda_l$ is an eigenvalue of $M$, hence at least $\mu$, and so $\lambda_l\ge0$. Expanding $x=\sum_l c_lu_l$ gives

$$x^{T}(M-\mu 1)x=\sum_l\lambda_lc_l^2\ge0,\qquad\text{that is,}\qquad \mu\,x^{T}x\le x^{T}Mx .$$

```lean
/-- The lowest eigenvalue of a real symmetric matrix bounds every Rayleigh quotient from below. -/
theorem rayleigh_bound {ι : Type*} [Fintype ι] {M : Matrix ι ι ℝ} (hM : M.IsHermitian) {μ : ℝ}
    (hμ : IsLeast (eigenvalueSet M) μ) (x : ι → ℝ) : μ * (x ⬝ᵥ x) ≤ x ⬝ᵥ M *ᵥ x := by
  classical
  -- the shifted matrix has no negative eigenvalue
  have hA : (M - μ • (1 : Matrix ι ι ℝ)).IsHermitian :=
    hM.sub (by simp [Matrix.IsHermitian])
  have hpos : (M - μ • (1 : Matrix ι ι ℝ)).PosSemidef := by
    refine hA.posSemidef_iff_eigenvalues_nonneg.mpr fun l => ?_
    obtain ⟨v, hv, h⟩ : ∃ v : ι → ℝ, v ≠ 0 ∧
        (M - μ • (1 : Matrix ι ι ℝ)) *ᵥ v = hA.eigenvalues l • v :=
      ⟨(hA.eigenvectorBasis l).ofLp, fun h0 => hA.eigenvectorBasis.orthonormal.ne_zero l
        (by ext t; exact congrFun h0 t), hA.mulVec_eigenvectorBasis l⟩
    rw [Matrix.sub_mulVec, Matrix.smul_mulVec, Matrix.one_mulVec] at h
    have hle : μ ≤ μ + hA.eigenvalues l :=
      hμ.2 ⟨v, hv, by linear_combination (norm := module) h⟩
    show (0 : ℝ) ≤ hA.eigenvalues l
    linarith
  have h := hpos.dotProduct_mulVec_nonneg x
  rw [star_trivial, Matrix.sub_mulVec, Matrix.smul_mulVec, Matrix.one_mulVec,
    dotProduct_sub, dotProduct_smul, smul_eq_mul] at h
  linarith
```

Here `hA.eigenvalues l` is $\lambda_l$. The second half of `hμ`, the minimality of $\mu$, is applied to $\mu+\lambda_l$. Nonnegative eigenvalues make the shifted matrix positive semidefinite (`hpos`), and the inequality for $x$ follows. The vector $x$ need not be normalized.

## The second difference of three neighbours

Let $R_k-R_j=R_j-R_i$ with $R_i\ne R_j$, and write $s=S(R_i,R_j)$. Since $\alpha>0$ and the distance is positive, $0<s<1$. The overlap of $j$ and $k$ is also $s$, and that of $i$ and $k$ is $s^4$.

The three labels are distinct. Equality of $i$ and $j$, or of $j$ and $k$, would make $R_i=R_j$; equality of $i$ and $k$ would give $2(R_i-R_j)=0$, with the same consequence.

Take the trial vector $x$ with entries $1,-2,1$ on $i,j,k$ and zero elsewhere. It represents the orbital $g_{R_i}-2g_{R_j}+g_{R_k}$, a discrete second derivative, which nearly cancels when the functions are broad compared with the spacing. Its squared length is $x^Tx=6$, and

$$x^{T}Sx=1+4+1-4s-4s+2s^4=6-8s+2s^4=2(1-s)^2(s^2+2s+3).$$

The Rayleigh quotient, which is the value for the normalized vector $x/\sqrt6$, is therefore $(1-s)^2(s^2+2s+3)/3$. To compare it with the stated bound, compute

$$12(1-s)^2-(6-8s+2s^4)=2(1-s)^3(3+s)>0 .$$

Hence $6\mu\le 6-8s+2s^4<12(1-s)^2$, and $\mu<2(1-s)^2$.

```lean
/-- Equal normalized s Gaussians (`α > 0`) on finitely many centres, three of which are distinct,
collinear and equally spaced with neighbour overlap `s`, have an overlap matrix whose lowest
eigenvalue is below `2 (1 - s)²`. -/
theorem chain_lowest_eigenvalue {ι : Type*} [Fintype ι] {α : ℝ} (hα : 0 < α) (R : ι → Space)
    {i j k : ι} (hne : R i ≠ R j) (hstep : R k - R j = R j - R i) {μ : ℝ}
    (hμ : IsLeast (eigenvalueSet (overlapMatrix α R)) μ) :
    μ < 2 * (1 - overlap α (R i) (R j)) ^ 2 := by
  classical
  have hH : (overlapMatrix α R).IsHermitian := Matrix.IsHermitian.ext fun a b => by
    simpa [overlapMatrix] using overlap_comm α (R b) (R a)
  have hij : i ≠ j := fun h => hne (by rw [h])
  have hjk : j ≠ k := by
    rintro rfl
    rw [sub_self] at hstep
    exact hne (sub_eq_zero.mp hstep.symm).symm
  have hik : i ≠ k := by
    rintro rfl
    have h2 : (2 : ℝ) • (R i - R j) = 0 := by
      linear_combination (norm := module) hstep
    exact hne (sub_eq_zero.mp ((smul_eq_zero.mp h2).resolve_left two_ne_zero))
  -- the second-difference trial vector
  have hform : ∀ M : Matrix ι ι ℝ,
      (Pi.single i 1 - (2 : ℝ) • Pi.single j 1 + Pi.single k 1 : ι → ℝ) ⬝ᵥ
        M *ᵥ (Pi.single i 1 - (2 : ℝ) • Pi.single j 1 + Pi.single k 1) =
      M i i + 4 * M j j + M k k - 2 * (M i j + M j i) - 2 * (M j k + M k j)
        + (M i k + M k i) := by
    intro M
    simp only [Matrix.mulVec_add, Matrix.mulVec_sub, Matrix.mulVec_smul,
      Matrix.mulVec_single_one, add_dotProduct, sub_dotProduct, smul_dotProduct,
      single_dotProduct, Pi.add_apply, Pi.sub_apply, Pi.smul_apply, Matrix.col_apply,
      smul_eq_mul]
    ring
  have h1 := hform 1
  rw [Matrix.one_mulVec] at h1
  simp only [Matrix.one_apply, hij, hjk, hik, hij.symm, hjk.symm, hik.symm, if_true,
    if_false] at h1
  have hr := rayleigh_bound hH hμ (Pi.single i 1 - (2 : ℝ) • Pi.single j 1 + Pi.single k 1)
  rw [h1, hform] at hr
  have hself : ∀ A : Space, overlap α A A = 1 := fun A => by simp [overlap_eq hα]
  have hnb : overlap α (R j) (R k) = overlap α (R i) (R j) := by
    rw [overlap_eq hα, overlap_eq hα, norm_sub_rev (R j), hstep, norm_sub_rev (R j)]
  simp only [overlapMatrix, Matrix.of_apply, hself, overlap_comm α (R j) (R i),
    overlap_comm α (R k) (R j), overlap_comm α (R k) (R i), hnb,
    overlap_second_neighbour hα hstep] at hr
  have hs0 : 0 < overlap α (R i) (R j) := by
    rw [overlap_eq hα]
    exact Real.exp_pos _
  have hs1 : 0 < 1 - overlap α (R i) (R j) := by
    have hd : 0 < ‖R i - R j‖ := norm_pos_iff.mpr (sub_ne_zero.mpr hne)
    have hp : 0 < α / 2 * ‖R i - R j‖ ^ 2 := by positivity
    rw [overlap_eq hα, sub_pos, Real.exp_lt_one_iff]
    linarith
  generalize overlap α (R i) (R j) = s at *
  have hgap : 0 < (1 - s) ^ 3 * (3 + s) := by positivity
  nlinarith [hgap]
```

The hypotheses `hne` and `hstep` place the three special centres. The remaining centres are arbitrary: they may lie anywhere, even on top of one another. The number `μ` enters with the assumption `hμ` that it is the lowest eigenvalue. By the spectral theorem every nonempty real symmetric matrix has one, so this assumption excludes no chain.

In the proof, `hform` evaluates the quadratic form of the trial vector for an arbitrary matrix. Used with the identity it gives the 6, and used with the overlap matrix it gives $6-8s+2s^4$. The steps `hs0` and `hs1` establish $0<s<1$, and `hgap` is the positive quantity $(1-s)^3(3+s)$, from which `nlinarith` obtains the final inequality.

## The dimer, solved directly

For two centres the matrix is $\begin{pmatrix}1&s\\s&1\end{pmatrix}$ with $s=S(A,B)$. The antisymmetric vector $(1,-1)$, or $(1,-1)/\sqrt2$ when normalized, has eigenvalue $1-s$.

To see that nothing lies lower, let $v=(v_0,v_1)$ be an eigenvector with eigenvalue $\mu$. Adding and subtracting the two eigenvalue equations gives

$$(1-\mu+s)(v_0+v_1)=0,\qquad(1-\mu-s)(v_0-v_1)=0 .$$

If $\mu<1-s$, both prefactors are positive because $s>0$. Then $v_0+v_1=v_0-v_1=0$, so $v=0$, which is not an eigenvector.

```lean
/-- For `α > 0` the lowest eigenvalue of the overlap matrix of two equal normalized s Gaussians
is one minus their overlap. -/
theorem dimer_lowest_eigenvalue {α : ℝ} (hα : 0 < α) (A B : Space) :
    IsLeast (eigenvalueSet (overlapMatrix α ![A, B])) (1 - overlap α A B) := by
  have hself : ∀ C : Space, overlap α C C = 1 := fun C => by simp [overlap_eq hα]
  have hS : overlapMatrix α ![A, B] = !![1, overlap α A B; overlap α A B, 1] := by
    ext a b
    fin_cases a <;> fin_cases b <;> simp [overlapMatrix, hself, overlap_comm α B A]
  have hs0 : 0 < overlap α A B := by
    rw [overlap_eq hα]
    exact Real.exp_pos _
  rw [hS]
  generalize overlap α A B = s at *
  constructor
  · -- the antisymmetric combination
    refine ⟨![1, -1], fun h => one_ne_zero (congrFun h 0), ?_⟩
    ext a
    fin_cases a <;> simp [Matrix.mulVec, dotProduct, Fin.sum_univ_two] <;> ring
  · rintro μ ⟨v, hv, h⟩
    by_contra hn
    have hlt : μ < 1 - s := not_le.mp hn
    have h0 : v 0 + s * v 1 = μ * v 0 := by
      simpa [Matrix.mulVec, dotProduct, Fin.sum_univ_two] using congrFun h 0
    have h1 : s * v 0 + v 1 = μ * v 1 := by
      simpa [Matrix.mulVec, dotProduct, Fin.sum_univ_two] using congrFun h 1
    have hp : (1 - μ + s) * (v 0 + v 1) = 0 := by linear_combination h0 + h1
    have hm : (1 - μ - s) * (v 0 - v 1) = 0 := by linear_combination h0 - h1
    have hp' := (mul_eq_zero.mp hp).resolve_left (by linarith)
    have hm' := (mul_eq_zero.mp hm).resolve_left (by linarith)
    apply hv
    ext a
    fin_cases a
    · show v 0 = 0
      linarith
    · show v 1 = 0
      linarith

end

end DiffuseGaussianChain
```

The first branch of the proof exhibits the antisymmetric vector. In the second, `hp` and `hm` are the two displayed equations. The centres may coincide, in which case $s=1$ and the lowest eigenvalue is 0.

To compare the two results, let $0<s<1$. Then $2(1-s)^2\le1-s$ exactly when $s\ge\tfrac12$, so from a neighbour overlap of one half upwards the bound places the chain's lowest eigenvalue strictly below that of the dimer formed by the centres $i$ and $j$. The value one half is a feature of the bound, not of the chain, whose lowest eigenvalue is below $1-s$ for every such $s$: the vector with entries $1,-1$ on $i,j$ and zero elsewhere has Rayleigh quotient $1-s$, but it is not an eigenvector, since the overlap matrix sends it to a vector with entry $s^4-s\neq0$ on $k$.

```lean
#print axioms DiffuseGaussianChain.chain_lowest_eigenvalue
#print axioms DiffuseGaussianChain.dimer_lowest_eigenvalue
```

```
'DiffuseGaussianChain.chain_lowest_eigenvalue' depends on axioms: [propext, Classical.choice, Quot.sound]
'DiffuseGaussianChain.dimer_lowest_eigenvalue' depends on axioms: [propext, Classical.choice, Quot.sound]
```

## Numbers for a neighbour overlap of 0.9

Let three centres have $s=0.9$, so that $s^4=0.6561$. The dimer has lowest eigenvalue $0.1$. For the chain the bound is $2\times0.1^2=0.02$, and the trial vector gives

$$\frac{6-7.2+1.3122}{6}=0.0187 .$$

The $3\times3$ matrix can be solved by separating symmetric from antisymmetric vectors. Its lowest eigenvalue belongs to a symmetric one:

$$1+\tfrac12s^4-\sqrt{\tfrac14s^8+2s^2}\approx0.0137 .$$

At a threshold $\tau=10^{-6}$, the bound guarantees a discarded combination once $1-s\le7.07\times10^{-4}$. A dimer loses one only when $1-s<10^{-6}$.

## Collinear centres with unequal spacing

Three distinct collinear centres are not enough for the bound. Keep $S(R_i,R_j)=0.9$, but move $R_k$ along the line until its overlap with each of the other two is below $0.01$. Without these small overlaps the eigenvalues would be $0.1$, $1$ and $1.9$. Restoring them shifts each eigenvalue by less than $0.01\sqrt2<0.015$, so the lowest stays above $0.085$, far above $0.02$. The third function is then too remote to help cancel the other two.
